# Arnoldi Ritz values can be prescribed independently at every step

Over a field K, given monic polynomials p_0, ..., p_n with p_j of degree j, exactly one n by n upper Hessenberg matrix with unit subdiagonal has p_j as the characteristic polynomial of its leading j by j block for every j. For matrices that are not required to be Hermitian, the Ritz values of one Arnoldi step therefore leave those of the other steps free, and even when all of them are real they need not interlace.

```lean
import Mathlib

open Polynomial Matrix Finset

namespace ArnoldiRitzValues

noncomputable section

variable {K : Type*} [Field K]

/-- An upper Hessenberg matrix whose subdiagonal entries are all 1. -/
def IsUnitHessenberg {n : ℕ} (H : Matrix (Fin n) (Fin n) K) : Prop :=
  (∀ i j : Fin n, (i : ℕ) = j + 1 → H i j = 1) ∧
    ∀ i j : Fin n, (j : ℕ) + 1 < i → H i j = 0

/-- The leading `j` by `j` block of `H`. When `H` is the Hessenberg matrix of an Arnoldi run, the
eigenvalues of this block are the Ritz values of step `j`. -/
def leadingBlock {n : ℕ} (H : Matrix (Fin n) (Fin n) K) (j : ℕ) (hj : j ≤ n) :
    Matrix (Fin j) (Fin j) K :=
  H.submatrix (Fin.castLE hj) (Fin.castLE hj)

/-- The leading `m` by `m` block of a semi-infinite array. -/
def truncation (h : ℕ → ℕ → K) (m : ℕ) : Matrix (Fin m) (Fin m) K :=
  Matrix.of fun i j => h i j

/-- A finite matrix continued to a semi-infinite array by ones on the subdiagonal
and zeros elsewhere. -/
def extension {n : ℕ} (H : Matrix (Fin n) (Fin n) K) (i j : ℕ) : K :=
  if h : i < n ∧ j < n then H ⟨i, h.1⟩ ⟨j, h.2⟩ else if i = j + 1 then 1 else 0

/-- For a unit upper Hessenberg matrix `H`, applying `H` to any basis vector except the last gives
the next basis vector plus a combination of that vector itself and the ones before it, with entries
of `H` as coefficients: the Arnoldi relation with the standard basis as Arnoldi vectors. -/
theorem arnoldi_step {n : ℕ} {H : Matrix (Fin n) (Fin n) K} (hH : IsUnitHessenberg H)
    (k l : Fin n) (hl : (l : ℕ) = k + 1) :
    H *ᵥ Pi.single k 1 =
      ∑ i ∈ Finset.Iic k, H i k • (Pi.single i 1 : Fin n → K) + Pi.single l 1 := by
  ext r
  have e : (∑ i ∈ Finset.Iic k, H i k • (Pi.single i 1 : Fin n → K)) r =
      if r ≤ k then H r k else 0 := by
    simp [Finset.sum_apply, Pi.single_apply]
  rw [Pi.add_apply, e, Matrix.mulVec_single_one, Pi.single_apply]
  change H r k = _
  by_cases hr : (r : ℕ) ≤ k
  · have hne : r ≠ l := fun h => by
      have := congrArg Fin.val h
      omega
    rw [if_pos (show r ≤ k from hr), if_neg hne, add_zero]
  · rw [if_neg (show ¬ r ≤ k from hr), zero_add]
    by_cases hrl : r = l
    · rw [if_pos hrl, hrl, hH.1 l k hl]
    · have hne : (r : ℕ) ≠ l := fun h => hrl (Fin.ext h)
      rw [if_neg hrl, hH.2 r k (by omega)]

/-- Monic polynomials of degrees `0, ..., m - 1` span all polynomials of degree below `m`. -/
theorem exists_expansion (p : ℕ → K[X]) (m : ℕ)
    (hp : ∀ j < m, (p j).Monic ∧ (p j).natDegree = j) (f : K[X])
    (hf : ∀ k, m ≤ k → f.coeff k = 0) :
    ∃ c : ℕ → K, f = ∑ i ∈ range m, C (c i) * p i := by
  induction m generalizing f with
  | zero => exact ⟨0, by ext k; simp [hf k (Nat.zero_le k)]⟩
  | succ m ih =>
    have hm := (hp m (by omega)).1.coeff_natDegree
    rw [(hp m (by omega)).2] at hm
    -- remove the leading term, then expand the remainder
    obtain ⟨c, hc⟩ := ih (fun j hj => hp j (by omega)) (f - C (f.coeff m) * p m) (by
      intro k hk
      rw [coeff_sub, coeff_C_mul]
      rcases Nat.eq_or_lt_of_le hk with h | h
      · rw [← h, hm]; ring
      · have hz : (p m).coeff k = 0 :=
          coeff_eq_zero_of_natDegree_lt (by rw [(hp m (by omega)).2]; exact h)
        rw [hf k h, hz]
        ring)
    refine ⟨fun i => if i = m then f.coeff m else c i, ?_⟩
    have e : ∑ i ∈ range m, C (if i = m then f.coeff m else c i) * p i =
        ∑ i ∈ range m, C (c i) * p i := sum_congr rfl fun i hi => by
      rw [if_neg (Finset.mem_range.1 hi).ne]
    rw [sum_range_succ, e, ← hc]
    beta_reduce
    rw [if_pos rfl]
    ring

/-- Monic polynomials of degrees `0, ..., m - 1` are linearly independent. -/
theorem expansion_unique (p : ℕ → K[X]) (m : ℕ)
    (hp : ∀ j < m, (p j).Monic ∧ (p j).natDegree = j) (c : ℕ → K)
    (hc : ∑ i ∈ range m, C (c i) * p i = 0) : ∀ i < m, c i = 0 := by
  induction m with
  | zero => intro i hi; omega
  | succ m ih =>
    have hm := (hp m (by omega)).1.coeff_natDegree
    rw [(hp m (by omega)).2] at hm
    have top : c m = 0 := by
      have h := congrArg (fun f : K[X] => f.coeff m) hc
      simp only [sum_range_succ, coeff_add, finsetSum_coeff, coeff_C_mul, hm,
        coeff_zero, mul_one] at h
      rwa [sum_eq_zero (fun i hi => by
        have hi' := Finset.mem_range.1 hi
        rw [coeff_eq_zero_of_natDegree_lt (by rw [(hp i (by omega)).2]; exact hi'),
          mul_zero]), zero_add] at h
    rw [sum_range_succ, top, C_0, zero_mul, add_zero] at hc
    intro i hi
    rcases Nat.eq_or_lt_of_le (Nat.le_of_lt_succ hi) with h | h
    · rw [h, top]
    · exact ih (fun j hj => hp j (by omega)) hc i h

/-- Let `h` be a unit upper Hessenberg array. If polynomials with `p 0 = 1` obey the Hessenberg
recurrence with coefficients from `h` up to step `m`, then one more step of it gives the
characteristic polynomial of the block of size `m + 1`. -/
theorem charpoly_step (h : ℕ → ℕ → K) (h1 : ∀ k, h (k + 1) k = 1)
    (h0 : ∀ i k, k + 1 < i → h i k = 0) (p : ℕ → K[X]) (p0 : p 0 = 1) (m : ℕ)
    (hp : ∀ k < m, p (k + 1) = X * p k - ∑ i ∈ range (k + 1), C (h i k) * p i) :
    (truncation h (m + 1)).charpoly =
      X * p m - ∑ i ∈ range (m + 1), C (h i m) * p i := by
  have entry : ∀ i k : Fin (m + 1), (truncation h (m + 1)).charmatrix i k =
      (if i = k then X else 0) - C (h i k) := by
    intro i k
    rw [charmatrix_apply, Matrix.diagonal_apply]
    rfl
  rw [Matrix.charpoly]
  generalize (truncation h (m + 1)).charmatrix = M at entry ⊢
  -- the rows of X - H, combined with weights p i
  have col : ∀ k : Fin (m + 1), (∑ i : Fin (m + 1), p (i : ℕ) • M i) k =
      X * p k - ∑ i ∈ range (m + 1), C (h i k) * p i := by
    intro k
    rw [Finset.sum_apply, ← Fin.sum_univ_eq_sum_range (fun i => C (h i k) * p i) (m + 1)]
    simp only [Pi.smul_apply, smul_eq_mul, entry, mul_sub, sum_sub_distrib, mul_ite,
      mul_zero, sum_ite_eq', Finset.mem_univ, if_true]
    congr 1
    · exact mul_comm _ _
    · exact sum_congr rfl fun i _ => mul_comm _ _
  have zero_col : ∀ k : Fin (m + 1), (k : ℕ) < m →
      (∑ i : Fin (m + 1), p (i : ℕ) • M i) k = 0 := by
    intro k hk
    have hs : ∑ i ∈ range (m + 1), C (h i k) * p i =
        ∑ i ∈ range ((k : ℕ) + 1 + 1), C (h i k) * p i := by
      symm
      apply sum_subset
      · intro i hi
        rw [Finset.mem_range] at hi ⊢
        omega
      · intro i _ hi
        rw [Finset.mem_range] at hi
        rw [h0 i k (by omega), C_0, zero_mul]
    rw [col, hs, sum_range_succ, h1, hp k hk, C_1]
    ring
  -- the remaining minor is triangular with diagonal -1
  have tri : ∀ v : Fin (m + 1) → K[X],
      ((M.updateRow 0 v).submatrix Fin.succ (Fin.last m).succAbove).det = (-1) ^ m := by
    intro v
    have e : ∀ i j : Fin m, (j : ℕ) ≤ i →
        (M.updateRow 0 v).submatrix Fin.succ (Fin.last m).succAbove i j =
          -C (h (i + 1) j) := by
      intro i j hij
      rw [submatrix_apply, Fin.succAbove_last, updateRow_ne (Fin.succ_ne_zero i), entry,
        if_neg (fun hh => by
          have : (i : ℕ) + 1 = j := congrArg Fin.val hh
          omega), zero_sub]
      rfl
    rw [Matrix.det_of_isUpperTriangular]
    · rw [prod_congr rfl (fun i _ => (e i i le_rfl).trans (by rw [h1, C_1]))]
      simp
    · intro i j hij
      have hij' : (j : ℕ) < i := hij
      rw [e i j hij'.le, h0 _ _ (by omega), C_0, neg_zero]
  have hdet := Matrix.det_updateRow_sum M 0 (fun i : Fin (m + 1) => p (i : ℕ))
  simp only [Fin.val_zero, p0, one_smul] at hdet
  rw [← hdet, Matrix.det_succ_row_zero, sum_eq_single (Fin.last m)]
  · rw [tri, updateRow_self, col, Fin.val_last]
    have sq : (-1 : K[X]) ^ m * (-1) ^ m = 1 := by rw [← mul_pow]; simp
    linear_combination (X * p m - ∑ i ∈ range (m + 1), C (h i m) * p i) * sq
  · intro b _ hb
    have hbm : (b : ℕ) ≠ m := fun hh => hb (Fin.ext hh)
    rw [updateRow_self, zero_col b (by omega), mul_zero, zero_mul]
  · intro hh
    exact absurd (Finset.mem_univ _) hh

/-- The characteristic polynomials of the leading blocks of a unit upper Hessenberg array obey
a recurrence whose coefficients are the entries of the newest column. -/
theorem charpoly_recurrence (h : ℕ → ℕ → K) (h1 : ∀ k, h (k + 1) k = 1)
    (h0 : ∀ i k, k + 1 < i → h i k = 0) (k : ℕ) :
    (truncation h (k + 1)).charpoly = X * (truncation h k).charpoly -
      ∑ i ∈ range (k + 1), C (h i k) * (truncation h i).charpoly := by
  induction k using Nat.strong_induction_on with
  | _ k ih =>
    exact charpoly_step h h1 h0 (fun j => (truncation h j).charpoly)
      (by simp [Matrix.charpoly]) k ih

/-- Two unit upper Hessenberg matrices whose leading blocks have the same characteristic
polynomials at every size are equal. -/
theorem eq_of_leading_charpoly {n : ℕ} {H G : Matrix (Fin n) (Fin n) K}
    (hH : IsUnitHessenberg H) (hG : IsUnitHessenberg G)
    (hHG : ∀ j (hj : j ≤ n), (leadingBlock H j hj).charpoly = (leadingBlock G j hj).charpoly) :
    H = G := by
  have e1 : ∀ A : Matrix (Fin n) (Fin n) K, IsUnitHessenberg A →
      ∀ k, extension A (k + 1) k = 1 := by
    intro A hA k
    by_cases hh : k + 1 < n ∧ k < n
    · rw [extension, dif_pos hh]; exact hA.1 _ _ rfl
    · rw [extension, dif_neg hh, if_pos rfl]
  have e0 : ∀ A : Matrix (Fin n) (Fin n) K, IsUnitHessenberg A →
      ∀ i k, k + 1 < i → extension A i k = 0 := by
    intro A hA i k hik
    by_cases hh : i < n ∧ k < n
    · rw [extension, dif_pos hh]; exact hA.2 _ _ hik
    · rw [extension, dif_neg hh, if_neg (by omega)]
  have et : ∀ (A : Matrix (Fin n) (Fin n) K) j (hj : j ≤ n),
      truncation (extension A) j = leadingBlock A j hj := by
    intro A j hj
    ext a b
    exact dif_pos ⟨lt_of_lt_of_le a.isLt hj, lt_of_lt_of_le b.isLt hj⟩
  have same : ∀ j ≤ n, (truncation (extension G) j).charpoly =
      (truncation (extension H) j).charpoly := by
    intro j hj
    rw [et G j hj, et H j hj, hHG j hj]
  ext i k
  by_cases hik : (i : ℕ) ≤ k
  · -- compare the two recurrences for column k
    have r1 := charpoly_recurrence _ (e1 H hH) (e0 H hH) k
    have r2 := charpoly_recurrence _ (e1 G hG) (e0 G hG) k
    have hk := k.isLt
    rw [same (k + 1) (by omega), same k (by omega), sum_congr rfl (fun a ha => by
      rw [same a (by have := Finset.mem_range.1 ha; omega)])] at r2
    have z := expansion_unique (fun j => (truncation (extension H) j).charpoly) (k + 1)
      (fun j _ => ⟨Matrix.charpoly_monic _, by simp [Matrix.charpoly_natDegree_eq_dim]⟩)
      (fun a => extension H a k - extension G a k) (by
        simp only [C_sub, sub_mul, sum_sub_distrib]
        linear_combination r1 - r2) i (by omega)
    have v : ∀ A : Matrix (Fin n) (Fin n) K, extension A i k = A i k :=
      fun A => dif_pos ⟨i.isLt, k.isLt⟩
    simp only [v] at z
    exact sub_eq_zero.1 z
  · by_cases h : (i : ℕ) = k + 1
    · rw [hH.1 i k h, hG.1 i k h]
    · rw [hH.2 i k (by omega), hG.2 i k (by omega)]

/-- Given monic polynomials `p j` of degree `j` for `j = 0, ..., n`, exactly one `n` by `n` unit
upper Hessenberg matrix has `p j` as characteristic polynomial of its leading `j` by `j` block
for every `j`. -/
theorem existsUnique_hessenberg (n : ℕ) (p : ℕ → K[X])
    (hp : ∀ j ≤ n, (p j).Monic ∧ (p j).natDegree = j) :
    ∃! H : Matrix (Fin n) (Fin n) K, IsUnitHessenberg H ∧
      ∀ j (hj : j ≤ n), (leadingBlock H j hj).charpoly = p j := by
  have lead : ∀ j ≤ n, (p j).coeff j = 1 := by
    intro j hj
    have h := (hp j hj).1.coeff_natDegree
    rwa [(hp j hj).2] at h
  have p0 : p 0 = 1 := by
    have h := eq_C_of_natDegree_eq_zero (hp 0 (Nat.zero_le n)).2
    rw [lead 0 (Nat.zero_le n), C_1] at h
    exact h
  -- column k holds the coefficients of X p_k - p_{k+1}
  have ex : ∀ k, ∃ c : ℕ → K, k < n →
      X * p k - p (k + 1) = ∑ i ∈ range (k + 1), C (c i) * p i := by
    intro k
    by_cases hk : k < n
    · obtain ⟨c, hc⟩ := exists_expansion p (k + 1) (fun j hj => hp j (by omega))
        (X * p k - p (k + 1)) (by
          intro j hj
          obtain ⟨l, rfl⟩ : ∃ l, j = l + 1 := ⟨j - 1, by omega⟩
          rw [coeff_sub, coeff_X_mul]
          by_cases hl : l = k
          · rw [hl, lead k hk.le, lead (k + 1) hk, sub_self]
          · rw [coeff_eq_zero_of_natDegree_lt (by rw [(hp k hk.le).2]; omega),
              coeff_eq_zero_of_natDegree_lt (by rw [(hp (k + 1) hk).2]; omega), sub_self])
      exact ⟨c, fun _ => hc⟩
    · exact ⟨0, fun h => absurd h hk⟩
  choose c hc using ex
  let h : ℕ → ℕ → K := fun i k => if i ≤ k then c k i else if i = k + 1 then 1 else 0
  have h1 : ∀ k, h (k + 1) k = 1 := by
    intro k
    simp [h]
  have h0 : ∀ i k, k + 1 < i → h i k = 0 := by
    intro i k hik
    simp only [h]
    rw [if_neg (by omega), if_neg (by omega)]
  have hrec : ∀ k < n, p (k + 1) = X * p k - ∑ i ∈ range (k + 1), C (h i k) * p i := by
    intro k hk
    have e : ∑ i ∈ range (k + 1), C (h i k) * p i =
        ∑ i ∈ range (k + 1), C (c k i) * p i := sum_congr rfl fun i hi => by
      have hi' : i ≤ k := Nat.le_of_lt_succ (Finset.mem_range.1 hi)
      simp only [h, if_pos hi']
    rw [e, ← hc k hk]
    ring
  have hess : IsUnitHessenberg (truncation h n) := by
    refine ⟨fun i j hij => ?_, fun i j hij => h0 _ _ hij⟩
    change h i j = 1
    rw [hij]
    exact h1 _
  have blocks : ∀ j (hj : j ≤ n), (leadingBlock (truncation h n) j hj).charpoly = p j := by
    intro j hj
    change (truncation h j).charpoly = p j
    cases j with
    | zero => rw [p0]; simp [Matrix.charpoly]
    | succ m =>
      rw [charpoly_step h h1 h0 p p0 m (fun k hk => hrec k (by omega))]
      exact (hrec m (by omega)).symm
  exact ⟨truncation h n, ⟨hess, blocks⟩, fun G hG =>
    eq_of_leading_charpoly hG.1 hess fun j hj => (hG.2 j hj).trans (blocks j hj).symm⟩

/-- The Ritz values `θ j 0, ..., θ j (j - 1)` of every step `j ≤ n` can be prescribed
independently, and they fix the unit upper Hessenberg matrix. -/
theorem existsUnique_ritz_values (n : ℕ) (θ : ℕ → ℕ → K) :
    ∃! H : Matrix (Fin n) (Fin n) K, IsUnitHessenberg H ∧
      ∀ j (hj : j ≤ n),
        (leadingBlock H j hj).charpoly = ∏ i ∈ range j, (X - C (θ j i)) :=
  existsUnique_hessenberg n (fun j => ∏ i ∈ range j, (X - C (θ j i))) fun j _ =>
    ⟨monic_prod_of_monic _ _ fun i _ => monic_X_sub_C _, by
      rw [natDegree_prod_of_monic _ _ (fun i _ => monic_X_sub_C _)]
      simp⟩

/-- A real unit upper Hessenberg matrix with first Ritz value 5 and second-step Ritz values
0 and 1: the first value does not lie between the other two. -/
theorem ritz_values_not_interlacing :
    IsUnitHessenberg !![(5 : ℝ), -20; 1, -4] ∧
      (leadingBlock !![(5 : ℝ), -20; 1, -4] 1 (by norm_num)).charpoly = X - C 5 ∧
      (!![(5 : ℝ), -20; 1, -4]).charpoly = (X - C 0) * (X - C 1) := by
  refine ⟨⟨?_, ?_⟩, ?_, ?_⟩
  · intro i j h
    fin_cases i <;> fin_cases j <;> simp_all
  · intro i j h
    have := i.isLt
    omega
  · rw [Matrix.charpoly, Matrix.det_fin_one, charmatrix_apply, Matrix.diagonal_apply_eq]
    rfl
  · have ht : (!![(5 : ℝ), -20; 1, -4]).trace = 1 := by
      norm_num [Matrix.trace_fin_two]
    have hd : (!![(5 : ℝ), -20; 1, -4]).det = 0 := by
      norm_num [Matrix.det_fin_two]
    rw [Matrix.charpoly_fin_two, ht, hd]
    simp only [map_zero, map_one]
    ring

end

end ArnoldiRitzValues
```

```lean
#print axioms ArnoldiRitzValues.arnoldi_step
-- 'ArnoldiRitzValues.arnoldi_step' depends on axioms: [propext, Classical.choice, Quot.sound]
#print axioms ArnoldiRitzValues.existsUnique_ritz_values
-- 'ArnoldiRitzValues.existsUnique_ritz_values' depends on axioms: [propext, Classical.choice, Quot.sound]
#print axioms ArnoldiRitzValues.ritz_values_not_interlacing
-- 'ArnoldiRitzValues.ritz_values_not_interlacing' depends on axioms: [propext, Classical.choice, Quot.sound]
```

## Hessenberg matrices and Arnoldi steps

The Arnoldi method estimates eigenvalues of a large, generally non-Hermitian matrix by compressing it to growing Krylov spaces. Step j yields a j by j upper Hessenberg matrix, whose eigenvalues are the Ritz values; the next step adds a row and a column. For Hermitian matrices, the Ritz values of successive steps interlace. The question is what remains of this in general.

In Lean, the matrix H has indices in `Fin n`, so rows and columns count from 0. `IsUnitHessenberg` requires ones just below the diagonal and zeros further down. `leadingBlock H j hj` keeps the first j rows and columns, and its `charpoly` has the Ritz values of step j as roots.

The main theorem, `existsUnique_hessenberg`, takes a sequence `p` that is monic of the right degree up to n. The condition at j = 0 forces p_0 = 1, the characteristic polynomial of the empty block. `existsUnique_ritz_values` is the same statement with p_j given as a product of factors X − θ_ji for i < j, so the Ritz values lie in K and are counted with multiplicity. Over the reals, complex conjugate pairs need the polynomial version.

`arnoldi_step` connects H to the algorithm: H applied to basis vector e_k equals Σ_{i≤k} h_ik e_i + e_{k+1}, whenever e_{k+1} exists. Over the real or complex numbers the standard basis is orthonormal, so this is the Arnoldi relation for H started from e_0. The proof compares components at, above and below position k + 1.

An Arnoldi run on another matrix usually has positive subdiagonal entries different from 1. The step left to the reader is to rescale the basis vectors, a diagonal similarity that makes these entries 1 and preserves every leading characteristic polynomial.

For non-Hermitian effective Hamiltonians in quantum mechanics, the result means that early Ritz values alone do not restrict later ones, as long as the Hamiltonian is treated as a general finite matrix without further structure.

## The newest column gives the next polynomial

Write h_ik for the entries of H and p_j for the characteristic polynomial of its leading j by j block. Then

p_{m+1} = X p_m − Σ_{i=0}^{m} h_im p_i.

Suppose this holds for all smaller indices. In the matrix X − H of size m + 1, replace row 0 by the sum of all rows i with weights p_i. Since p_0 = 1, the determinant is unchanged. The new entry in column k is

X p_k − Σ_{i=0}^{m} h_ik p_i.

For k < m, the terms with i > k + 1 vanish and the term i = k + 1 is p_{k+1}, so the entry is

X p_k − Σ_{i=0}^{k} h_ik p_i − p_{k+1} = 0.

Only the last entry survives. Its minor is upper triangular with diagonal entries −1, hence equal to (−1)^m, and the cofactor sign is also (−1)^m. Their product is 1, which gives the recurrence.

`charpoly_step` follows this computation: `col` and `zero_col` evaluate the new row, `tri` the minor, and `Matrix.det_succ_row_zero` expands the determinant. It accepts any polynomials with p_0 = 1 that obey the recurrence up to m, which existence will need. `charpoly_recurrence` then applies it to the characteristic polynomials themselves by strong induction. Both use arrays indexed by natural numbers; `truncation` cuts out a finite block, and `extension` continues a finite matrix.

## Reading the columns from the polynomials

Every polynomial of degree at most k is a unique combination of p_0, ..., p_k. To find it, subtract the coefficient of X^k times p_k and repeat in lower degree (`exists_expansion`). If a combination vanishes, its top coefficient must be zero, then the next, and so on (`expansion_unique`).

**Uniqueness.** Let G, with entries g_ik, have the same leading characteristic polynomials as H. Subtracting the two recurrences gives

Σ_{i=0}^{k} (h_ik − g_ik) p_i = 0,

so column k agrees down to the diagonal. Below it, both matrices are fixed by the Hessenberg form. This is `eq_of_leading_charpoly`.

**Existence.** The leading terms of X p_k and p_{k+1} cancel, so

X p_k − p_{k+1} = Σ_{i=0}^{k} c_i p_i.

Set h_ik = c_i. In Lean, `choose` collects these coefficients for all columns, and `charpoly_step` confirms that each leading block has the prescribed polynomial.

For Ritz value 5 and then 0 and 1, take p_1 = X − 5 and p_2 = X² − X. Then

X − p_1 = 5,
X p_1 − p_2 = −4X = −20 − 4 p_1.

The columns are (5, 1) and (−20, −4), which form the real matrix in `ritz_values_not_interlacing`. The theorem checks its trace 1 and determinant 0; the first Ritz value, 5, lies outside the interval from 0 to 1.
